# A cavity mode coupled to free electrons of fixed momenta is a displaced oscillator of frequency \(\sqrt{\omega^2+Ng^2}\)

Take one free electron of momentum \(k\) in a cavity with a single mode of frequency \(\omega>0\). The mode has a coordinate \(q\), proportional to its vector potential, and the electron's kinetic energy contains \(k+gq\) in place of \(k\), where \(g\) is the coupling strength. Apart from the kinetic term of the mode, the energy is

\[
\tfrac12(k+gq)^2+\tfrac12\omega^2q^2=\tfrac12W^2\Big(q+\frac{gk}{W^2}\Big)^2+\frac{\omega^2}{W^2}\,\frac{k^2}{2},\qquad W^2=\omega^2+g^2 .
\]

Completing the square does three things. The mode stiffens from \(\omega\) to \(W\), its equilibrium moves to \(-gk/W^2\), and the energy left over is only the fraction \(\omega^2/W^2\) of the bare kinetic energy \(k^2/2\), as if the electron's mass had grown by the factor \(W^2/\omega^2\).

A second electron with momentum \(-k\) changes the picture. The two linear terms in \(q\) cancel, the mode is not displaced, and the energy left over is the full bare kinetic energy \(k^2\) of the pair. The reduction therefore acts on the total momentum. For \(N\) electrons that do not interact with each other, the text below gives the remaining energy exactly, bounds it, and carries the result over to the quantized mode.

## The energy and its parts

Units have \(\hbar=1\) and unit electron mass. The number \(k_j\) is the momentum component of electron \(j\) along the polarization of the mode; the other components would only add a constant. The vector potential is taken as uniform over the electrons.

```lean
import Mathlib

open Finset

namespace PauliFierzCollective

noncomputable section

/-- The squared dressed frequency `W² = ω² + N g²` of a cavity mode coupled to `N` electrons. -/
def dressedSq (N : ℕ) (ω g : ℝ) : ℝ := ω ^ 2 + N * g ^ 2
```

A definition in Lean lists its inputs with their types and then gives the value. Here `N` is a natural number, `ω` and `g` are real, and the value is \(W^2=\omega^2+Ng^2\). The name `dressedSq` is a reminder that this is the square of a frequency. The constant \(g\) contains the electron's charge and the strength of the mode's vector potential, so it is larger for a smaller mode volume.

```lean
/-- The Pauli-Fierz energy, without the photon kinetic term, of electrons of unit mass with
momenta `k j` at the mode coordinate `q`. -/
def fieldEnergy {N : ℕ} (k : Fin N → ℝ) (ω g q : ℝ) : ℝ :=
  (∑ j, (k j + g * q) ^ 2 + ω ^ 2 * q ^ 2) / 2
```

The type `Fin N → ℝ` is a list of \(N\) real numbers, here the momenta, and `∑ j` runs over all of them. The definition reads

\[
\tfrac12\Big[\sum_j(k_j+gq)^2+\omega^2q^2\Big].
\]

Despite its name, `fieldEnergy` includes the kinetic energy of the electrons. It serves below as the potential in which the mode coordinate moves.

```lean
/-- The shift `d = g K / W²`, with `K = ∑ k_j` the total momentum and `W² ≠ 0`. The centre of the
mode moves to `-d`. -/
def displacement {N : ℕ} (k : Fin N → ℝ) (ω g : ℝ) : ℝ :=
  g * (∑ j, k j) / dressedSq N ω g
```

With \(K=\sum_jk_j\), this is \(d=gK/W^2\). The oscillator will contain \(q+d\), so its centre lies at \(-d\).

```lean
/-- The collective electronic energy `(∑ k_j² - g² K² / W²) / 2`, with `K = ∑ k_j` and `W² ≠ 0`. -/
def collectiveEnergy {N : ℕ} (k : Fin N → ℝ) (ω g : ℝ) : ℝ :=
  (∑ j, k j ^ 2 - g ^ 2 * (∑ j, k j) ^ 2 / dressedSq N ω g) / 2
```

This is the energy left over once the square in \(q\) is completed. For \(\omega>0\) it is the value of `fieldEnergy` at the centre \(q=-d\), so although the comment calls it electronic, it includes the field energy \(\tfrac12\omega^2d^2\) of the displaced mode:

\[
E_{\rm c}=\tfrac12\Big[\sum_jk_j^2-\frac{g^2K^2}{W^2}\Big].
\]

```lean
/-- The Hamiltonian `-½ d²/dq² + V(q)` of the quantized mode, acting on a twice differentiable
wavefunction `φ`. -/
def photonHamiltonian (V : ℝ → ℝ) (φ : ℝ → ℂ) (q : ℝ) : ℂ :=
  -(1 / 2) * deriv (deriv φ) q + (V q : ℂ) * φ q
```

The quantized mode has a complex wavefunction \(\varphi(q)\), and `photonHamiltonian V φ q` is the value of \(-\tfrac12\varphi''+V\varphi\) at the point \(q\). The potential \(V\) is an input, so the same definition serves for the coupled problem and for the plain oscillator.

```lean
/-- The unnormalized Gaussian `exp(-W q² / 2)`. -/
def gaussian (W q : ℝ) : ℂ := ((Real.exp (-W * q ^ 2 / 2) : ℝ) : ℂ)
```

This is \(e^{-Wq^2/2}\), regarded as a complex number. For \(W>0\) the normalized function is \((W/\pi)^{1/4}e^{-Wq^2/2}\). Here `W` is a frequency, not its square.

## Completing the square for \(N\) electrons

```lean
/-- For a positive bare frequency the squared dressed frequency is positive. -/
theorem dressedSq_pos (N : ℕ) {ω : ℝ} (g : ℝ) (hω : 0 < ω) : 0 < dressedSq N ω g := by
  unfold dressedSq
  positivity
```

A theorem lists its hypotheses, then a colon, then the statement; the proof follows `:=`. The hypothesis `hω : 0 < ω` says that the mode has a restoring force of its own. Then \(\omega^2>0\) and \(Ng^2\ge0\), so \(W^2>0\), and division by \(W^2\) is safe from here on. The tactic `positivity` finds this argument by itself.

```lean
/-- For `ω > 0` the energy at fixed electron momenta, without the photon kinetic term, is a
displaced harmonic potential of the dressed frequency plus the collective energy. -/
theorem fieldEnergy_eq {N : ℕ} (k : Fin N → ℝ) {ω : ℝ} (g q : ℝ) (hω : 0 < ω) :
    fieldEnergy k ω g q =
      dressedSq N ω g / 2 * (q + displacement k ω g) ^ 2 + collectiveEnergy k ω g := by
  have hi := mul_inv_cancel₀ (dressedSq_pos N g hω).ne'
  have hD : dressedSq N ω g = ω ^ 2 + N * g ^ 2 := rfl
  -- the diamagnetic terms add up to `N g² q²`
  have expand : ∑ j, (k j + g * q) ^ 2 =
      ∑ j, k j ^ 2 + 2 * g * q * ∑ j, k j + N * (g ^ 2 * q ^ 2) := by
    have h : ∀ j, (k j + g * q) ^ 2 = k j ^ 2 + 2 * g * q * k j + (g * q) ^ 2 := by
      intro j
      ring
    simp only [h, sum_add_distrib, ← mul_sum, sum_const, card_univ, Fintype.card_fin,
      nsmul_eq_mul]
    ring
  unfold fieldEnergy displacement collectiveEnergy
  rw [expand]
  linear_combination
    (-(g * q * (∑ j, k j) + g ^ 2 * (∑ j, k j) ^ 2 * (dressedSq N ω g)⁻¹ / 2)) * hi
      - q ^ 2 / 2 * hD
```

In ordinary notation, the energy at fixed momenta equals \(\tfrac12W^2(q+d)^2+E_{\rm c}\). To derive it, expand the sum:

\[
\sum_j(k_j+gq)^2=\sum_jk_j^2+2gqK+Ng^2q^2 .
\]

Each electron contributes one diamagnetic term \(g^2q^2\), and together they raise \(\omega^2\) to \(W^2\). Adding \(\omega^2q^2\) and completing the square gives

\[
W^2q^2+2gKq+\sum_jk_j^2=W^2\Big(q+\frac{gK}{W^2}\Big)^2+\sum_jk_j^2-\frac{g^2K^2}{W^2},
\]

and half of this is the claim.

The Lean proof has the same two stages. The step named `expand` is the first display. The second is done by `linear_combination`, which is told which multiples of known equations to add and checks that the rest is plain algebra. The known equations are \(W^2\cdot(W^2)^{-1}=1\), called `hi`, and the definition of \(W^2\), called `hD`.

## The collective energy compared with the bare kinetic energy

```lean
/-- The squared momentum differences, summed over all ordered pairs of electrons, equal
`2 (N ∑ k_j² - K²)`, where `K = ∑ k_j`. -/
theorem sum_sq_differences {N : ℕ} (k : Fin N → ℝ) :
    ∑ i, ∑ j, (k i - k j) ^ 2 = 2 * (N * ∑ j, k j ^ 2 - (∑ j, k j) ^ 2) := by
  have h : ∀ i j, (k i - k j) ^ 2 = k i ^ 2 + (-2 * k i) * k j + k j ^ 2 := by
    intro i j
    ring
  have inner_sum : ∀ i, ∑ j, (k i - k j) ^ 2 =
      N * k i ^ 2 + (-2 * ∑ j, k j) * k i + ∑ j, k j ^ 2 := by
    intro i
    simp only [h, sum_add_distrib, ← mul_sum, sum_const, card_univ, Fintype.card_fin,
      nsmul_eq_mul]
    ring
  simp only [inner_sum, sum_add_distrib, ← mul_sum, sum_const, card_univ, Fintype.card_fin,
    nsmul_eq_mul]
  ring
```

This identity measures how far the momenta are from being equal. Expanding the square and summing over both indices gives

\[
\sum_{i,j}(k_i^2-2k_ik_j+k_j^2)=N\sum_ik_i^2-2K^2+N\sum_jk_j^2=2\Big(N\sum_jk_j^2-K^2\Big).
\]

Lean sums over \(j\) first, in `inner_sum`, and then over \(i\). Each pair is counted twice, once in each order.

```lean
/-- For `ω > 0` the collective energy is the bare kinetic energy reduced by `ω² / W²`, plus a
term in the momentum differences between electrons. -/
theorem collectiveEnergy_eq {N : ℕ} (k : Fin N → ℝ) {ω : ℝ} (g : ℝ) (hω : 0 < ω) :
    collectiveEnergy k ω g = ω ^ 2 / dressedSq N ω g * ((∑ j, k j ^ 2) / 2) +
      g ^ 2 / (4 * dressedSq N ω g) * ∑ i, ∑ j, (k i - k j) ^ 2 := by
  have hi := mul_inv_cancel₀ (dressedSq_pos N g hω).ne'
  have hD : dressedSq N ω g = ω ^ 2 + N * g ^ 2 := rfl
  rw [sum_sq_differences]
  unfold collectiveEnergy
  linear_combination (-((∑ j, k j ^ 2) / 2)) * hi
    + (∑ j, k j ^ 2) / 2 * (dressedSq N ω g)⁻¹ * hD
```

The collective energy splits into two parts:

\[
E_{\rm c}=\frac{\omega^2}{W^2}\,\frac12\sum_jk_j^2+\frac{g^2}{4W^2}\sum_{i,j}(k_i-k_j)^2 .
\]

To see this, put \(E_{\rm c}\) over the common denominator \(2W^2\) and insert \(W^2=\omega^2+Ng^2\):

\[
E_{\rm c}=\frac{(\omega^2+Ng^2)\sum_jk_j^2-g^2K^2}{2W^2}
=\frac{\omega^2\sum_jk_j^2}{2W^2}+\frac{g^2\big(N\sum_jk_j^2-K^2\big)}{2W^2}.
\]

By the previous identity, the last bracket is half the sum of squared differences. In Lean, `rw [sum_sq_differences]` makes that replacement, and `linear_combination` does the fractions.

For \(N\ge1\) the same energy can be rearranged as

\[
E_{\rm c}=\frac12\Big(\sum_jk_j^2-\frac{K^2}{N}\Big)+\frac{\omega^2}{W^2}\,\frac{K^2}{2N}.
\]

The relative motion keeps its energy, while the centre of mass moves as if its mass were \(NW^2/\omega^2\) instead of \(N\).

```lean
/-- For `ω > 0` the collective energy lies between `ω² / W²` times the bare kinetic energy and
the bare kinetic energy itself. -/
theorem collectiveEnergy_bounds {N : ℕ} (k : Fin N → ℝ) {ω : ℝ} (g : ℝ) (hω : 0 < ω) :
    ω ^ 2 / dressedSq N ω g * ((∑ j, k j ^ 2) / 2) ≤ collectiveEnergy k ω g ∧
      collectiveEnergy k ω g ≤ (∑ j, k j ^ 2) / 2 := by
  have hD := dressedSq_pos N g hω
  constructor
  · have h : 0 ≤ g ^ 2 / (4 * dressedSq N ω g) * ∑ i, ∑ j, (k i - k j) ^ 2 := by positivity
    rw [collectiveEnergy_eq k g hω]
    linarith
  · have h : 0 ≤ g ^ 2 * (∑ j, k j) ^ 2 / dressedSq N ω g := by positivity
    unfold collectiveEnergy
    linarith
```

The symbol `∧` means "and", so the theorem contains two inequalities:

\[
\frac{\omega^2}{W^2}\,\frac12\sum_jk_j^2\;\le\;E_{\rm c}\;\le\;\frac12\sum_jk_j^2 .
\]

The lower one holds because the term in the momentum differences is not negative. The upper one follows from the definition of \(E_{\rm c}\), where \(g^2K^2/W^2\ge0\) is subtracted. The two bullets of the proof treat them in this order.

```lean
/-- For `ω > 0` the lower bound on the collective energy is attained exactly when the coupling
vanishes or all electrons have the same momentum. -/
theorem collectiveEnergy_eq_lower_iff {N : ℕ} (k : Fin N → ℝ) {ω : ℝ} (g : ℝ) (hω : 0 < ω) :
    collectiveEnergy k ω g = ω ^ 2 / dressedSq N ω g * ((∑ j, k j ^ 2) / 2) ↔
      g = 0 ∨ ∀ i j, k i = k j := by
  have hD := dressedSq_pos N g hω
  rw [collectiveEnergy_eq k g hω, add_eq_left, mul_eq_zero]
  have hg : g ^ 2 / (4 * dressedSq N ω g) = 0 ↔ g = 0 := by
    rw [div_eq_zero_iff, or_iff_left (by positivity), sq_eq_zero_iff]
  rw [hg]
  refine or_congr Iff.rfl ⟨fun h i j => ?_, fun h => ?_⟩
  · -- a vanishing sum of squares has vanishing terms
    have outer : ∀ a ∈ (univ : Finset (Fin N)), 0 ≤ ∑ b, (k a - k b) ^ 2 :=
      fun a _ => sum_nonneg fun b _ => sq_nonneg (k a - k b)
    have hrow := (sum_eq_zero_iff_of_nonneg outer).mp h i (mem_univ i)
    have inner : ∀ b ∈ (univ : Finset (Fin N)), 0 ≤ (k i - k b) ^ 2 :=
      fun b _ => sq_nonneg (k i - k b)
    have hij := (sum_eq_zero_iff_of_nonneg inner).mp hrow j (mem_univ j)
    exact sub_eq_zero.mp (sq_eq_zero_iff.mp hij)
  · refine sum_eq_zero fun i _ => sum_eq_zero fun j _ => ?_
    linear_combination (k i - k j) * h i j
```

The lower bound is attained exactly when \(g=0\) or all \(k_j\) are equal. By the split form of \(E_{\rm c}\), equality means

\[
\frac{g^2}{4W^2}\sum_{i,j}(k_i-k_j)^2=0 ,
\]

so one of the two factors vanishes. The first vanishes only for \(g=0\). The second is a sum of squares, which is zero only if every term is zero. Lean applies this fact twice, first to the sum over \(i\) and then to the sum over \(j\); the last bullet is the converse. For a single electron the condition always holds, in agreement with the opening formula. The exclusion principle does not forbid equal \(k_j\), since these are single components and the full momentum vectors may differ.

## The quantized mode

```lean
/-- For `ω > 0` the Pauli-Fierz Hamiltonian at fixed electron momenta acts on a displaced photon
wavefunction as the oscillator of dressed frequency plus the collective energy. -/
theorem pauliFierz_displaced {N : ℕ} (k : Fin N → ℝ) {ω : ℝ} (g : ℝ) (hω : 0 < ω)
    (χ : ℝ → ℂ) (q : ℝ) :
    photonHamiltonian (fieldEnergy k ω g) (fun x => χ (x + displacement k ω g)) q =
      photonHamiltonian (fun x => dressedSq N ω g / 2 * x ^ 2) χ (q + displacement k ω g) +
        (collectiveEnergy k ω g : ℂ) * χ (q + displacement k ω g) := by
  -- the kinetic term commutes with translations of the mode coordinate
  have shift : ∀ f : ℝ → ℂ, deriv (fun x => f (x + displacement k ω g)) =
      fun x => deriv f (x + displacement k ω g) := by
    intro f
    funext x
    rw [deriv_comp_add_const]
  have kinetic : deriv (deriv (fun x => χ (x + displacement k ω g))) q =
      deriv (deriv χ) (q + displacement k ω g) := by
    rw [shift χ, shift (deriv χ)]
  simp only [photonHamiltonian]
  rw [kinetic, fieldEnergy_eq k g q hω]
  push_cast
  ring
```

Let \(\chi\) be a wavefunction and shift it to \(\varphi(q)=\chi(q+d)\). The theorem says

\[
\Big[-\tfrac12\partial_q^2+V\Big]\varphi\,(q)=\Big[-\tfrac12\chi''+\tfrac12W^2x^2\chi\Big]_{x=q+d}+E_{\rm c}\,\chi(q+d),
\]

where \(V\) is the energy at fixed momenta. The chain rule gives \(\varphi''(q)=\chi''(q+d)\), because the inner derivative is 1. This is the step `kinetic`. The potential is then rewritten with the completed square. Lean assigns the derivative the value 0 where none exists, so the statement needs no smoothness condition, but it has its physical meaning for twice differentiable \(\chi\).

```lean
/-- The Gaussian `exp(-W q² / 2)` solves the oscillator equation of frequency `W` with
energy `W / 2`. -/
theorem oscillator_gaussian (W x : ℝ) :
    photonHamiltonian (fun y => W ^ 2 / 2 * y ^ 2) (gaussian W) x =
      ((W / 2 : ℝ) : ℂ) * gaussian W x := by
  have first : ∀ y : ℝ, HasDerivAt (fun y : ℝ => Real.exp (-W * y ^ 2 / 2))
      (-W * y * Real.exp (-W * y ^ 2 / 2)) y := by
    intro y
    have h0 : HasDerivAt (fun y : ℝ => y ^ 2) (2 * y) y := by
      simpa using hasDerivAt_pow 2 y
    exact ((h0.const_mul (-W)).div_const 2).exp.congr_deriv (by ring)
  have second : HasDerivAt (fun y : ℝ => -W * y * Real.exp (-W * y ^ 2 / 2))
      ((W ^ 2 * x ^ 2 - W) * Real.exp (-W * x ^ 2 / 2)) x :=
    (((hasDerivAt_id' x).const_mul (-W)).fun_mul (first x)).congr_deriv (by ring)
  have d1 : deriv (gaussian W) =
      fun y : ℝ => ((-W * y * Real.exp (-W * y ^ 2 / 2) : ℝ) : ℂ) :=
    funext fun y => (first y).ofReal_comp.deriv
  have d2 : deriv (fun y : ℝ => ((-W * y * Real.exp (-W * y ^ 2 / 2) : ℝ) : ℂ)) x =
      (((W ^ 2 * x ^ 2 - W) * Real.exp (-W * x ^ 2 / 2) : ℝ) : ℂ) :=
    second.ofReal_comp.deriv
  simp only [photonHamiltonian]
  rw [d1, d2]
  simp only [gaussian]
  push_cast
  ring
```

For \(u(x)=e^{-Wx^2/2}\) one finds

\[
u'=-Wx\,u,\qquad u''=(W^2x^2-W)\,u,\qquad -\tfrac12u''+\tfrac12W^2x^2u=\tfrac W2\,u .
\]

The steps `first` and `second` are the two derivatives, taken for real functions; `d1` and `d2` transfer them to the complex-valued Gaussian. The equation holds for every real \(W\), but only for \(W>0\) can the function be normalized and describe a state of the mode.

```lean
/-- For `ω > 0` the displaced Gaussian of dressed frequency `W` is an eigenfunction of the
Pauli-Fierz Hamiltonian at fixed momenta, with energy `W / 2` plus the collective energy. -/
theorem pauliFierz_gaussian {N : ℕ} (k : Fin N → ℝ) {ω : ℝ} (g : ℝ) (hω : 0 < ω) (q : ℝ) :
    photonHamiltonian (fieldEnergy k ω g)
        (fun x => gaussian (√(dressedSq N ω g)) (x + displacement k ω g)) q =
      ((√(dressedSq N ω g) / 2 + collectiveEnergy k ω g : ℝ) : ℂ) *
        gaussian (√(dressedSq N ω g)) (q + displacement k ω g) := by
  have h := oscillator_gaussian (√(dressedSq N ω g)) (q + displacement k ω g)
  rw [Real.sq_sqrt (dressedSq_pos N g hω).le] at h
  rw [pauliFierz_displaced k g hω, h]
  push_cast
  ring

end

end PauliFierzCollective
```

Now set \(W=\sqrt{\omega^2+Ng^2}\), written `√(dressedSq N ω g)`, and take the Gaussian as \(\chi\). The two preceding theorems combine to

\[
\Big[-\tfrac12\partial_q^2+V\Big]e^{-W(q+d)^2/2}=\Big(\frac W2+E_{\rm c}\Big)e^{-W(q+d)^2/2}.
\]

The proof is this substitution. The theorem states the eigenvalue equation; that the level is the lowest one for the given momenta is known from the ordinary oscillator.

```lean
#print axioms PauliFierzCollective.collectiveEnergy_bounds
#print axioms PauliFierzCollective.collectiveEnergy_eq_lower_iff
#print axioms PauliFierzCollective.pauliFierz_displaced
#print axioms PauliFierzCollective.pauliFierz_gaussian
```

```
'PauliFierzCollective.collectiveEnergy_bounds' depends on axioms: [propext, Classical.choice, Quot.sound]
'PauliFierzCollective.collectiveEnergy_eq_lower_iff' depends on axioms: [propext, Classical.choice, Quot.sound]
'PauliFierzCollective.pauliFierz_displaced' depends on axioms: [propext, Classical.choice, Quot.sound]
'PauliFierzCollective.pauliFierz_gaussian' depends on axioms: [propext, Classical.choice, Quot.sound]
```

## From momentum numbers to electrons in a calculation

In the full Pauli-Fierz Hamiltonian the momenta are operators, whereas here they are numbers. For free electrons in a uniform vector potential the replacement is justified, since each momentum is conserved and plane waves supply the values \(k_j\). That step is made outside Lean, and it fails in a molecule, where the nuclei and the electron repulsion change the individual momenta.

For free electrons that do not interact with each other and one mode, the result gives the lowest photon state and its energy for each set of momenta without a matrix diagonalization. In number states of the bare frequency \(\omega\), the linear term couples \(n\) photons to \(n\pm1\) and the diamagnetic term couples \(n\) to \(n\pm2\). In oscillator functions of frequency \(W\) centred at \(-d\), both couplings are gone.

Take \(N=2\), \(\omega=1\) and \(g=0.5\), so that \(W^2=1.5\) and \(W/2\approx0.612\). For momenta \((1,1)\) the centre lies at \(-2/3\), \(E_{\rm c}=2/3\), and the energy is about 1.279. For \((1,-1)\) the centre stays at 0, \(E_{\rm c}=1\), and the energy is about 1.612. Without coupling both would have 1.5.

In a molecular calculation with fixed nuclei and a uniform vector potential, the diamagnetic term can still be absorbed into \(W\). The linear term \(gqK\) then remains as a coupling between the mode and the total momentum operator of the electrons.
